# Langevin dynamics leaves the Boltzmann weight stationary exactly when Sᵢ = 2mᵢgᵢ/β for every degree of freedom

## Setting the noise of a Langevin thermostat

To set up a constant-temperature molecular dynamics run with a Langevin thermostat, one chooses a temperature T and a friction rate. The strength of the random force then has to be set to match. In first-principles dynamics the potential U(q) is typically the electronic ground-state energy at nuclear positions q, with the repulsion between the nuclei included. The relation below fixes the noise for classical nuclei moving in continuous time on such a surface, provided the surface is differentiable and the forces are exactly its negative gradient.

Label the Cartesian degrees of freedom by i, so that an atom in three dimensions contributes three labels with the same mass. Let qᵢ and pᵢ be position and momentum, mᵢ > 0 the mass, gᵢ the friction rate and Sᵢ the strength of the momentum noise. The equations of motion are

dqᵢ = (pᵢ/mᵢ) dt

dpᵢ = −(∂U/∂qᵢ) dt − gᵢpᵢ dt + √Sᵢ dWᵢ

with independent Wiener processes Wᵢ. The noise has no memory, and neither does the friction. A phase-space density r(q,p) changes at the rate given by the Fokker–Planck operator:

F r = Σᵢ [−(pᵢ/mᵢ) ∂r/∂qᵢ + (∂U/∂qᵢ) ∂r/∂pᵢ] + Σᵢ [gᵢ ∂(pᵢr)/∂pᵢ + (Sᵢ/2) ∂²r/∂pᵢ²]

The first sum is Hamiltonian motion and the second is the thermostat. With β = 1/(k_B T), where k_B is Boltzmann's constant, the target is the Boltzmann weight

r = exp(−βH), H = Σⱼ pⱼ²/(2mⱼ) + U(q)

## The condition on the noise

For finitely many degrees of freedom, positive masses, β > 0 and differentiable U, F r vanishes at every phase point (q,p) if and only if

Sᵢ = 2mᵢgᵢ/β for every i

This is a fluctuation–dissipation relation in the sense of a balance between white noise and friction. It involves no response functions or time correlation functions.

If all n degrees of freedom share the values m, g and S, the condition becomes "n = 0 or S = 2mg/β". With no degrees of freedom both sums are empty, so every S is allowed; for n ≥ 1 the noise strength is fixed.

## From the derivatives to the residual

Differentiating the exponential gives

∂r/∂pᵢ = −(βpᵢ/mᵢ) r

∂r/∂qᵢ = −β (∂U/∂qᵢ) r

The Hamiltonian part therefore cancels term by term, whatever the thermostat does:

−(pᵢ/mᵢ)(−β ∂U/∂qᵢ) r + (∂U/∂qᵢ)(−βpᵢ/mᵢ) r = 0

For the friction term, the product rule gives

∂(pᵢr)/∂pᵢ = r + pᵢ(−βpᵢ/mᵢ) r = (1 − βpᵢ²/mᵢ) r

The second momentum derivative follows from the same expression, because ∂r/∂pᵢ is −β/mᵢ times pᵢr:

∂²r/∂pᵢ² = −(β/mᵢ)(1 − βpᵢ²/mᵢ) r

Friction and diffusion thus have the same dependence on momentum. Their sum for one degree of freedom is

(gᵢ − βSᵢ/(2mᵢ))(1 − βpᵢ²/mᵢ) r

Over a common denominator, the full residual is

F r = r A(p), A(p) = Σᵢ (2mᵢgᵢ − βSᵢ)(mᵢ − βpᵢ²)/(2mᵢ²)

If Sᵢ = 2mᵢgᵢ/β for every i, each first factor is zero and F r = 0.

Conversely, suppose F r = 0 everywhere. Since r > 0, A(p) = 0 for every p. Let eᵢ be the momentum vector with component i equal to 1 and all others 0. In A(0) − A(eᵢ) all terms except the i-th cancel, leaving

0 = A(0) − A(eᵢ) = (2mᵢgᵢ − βSᵢ) β/(2mᵢ²)

As β and mᵢ are nonzero, 2mᵢgᵢ = βSᵢ.

## Why "everywhere" belongs inside the equivalence

The condition concerns all momenta at once. At a point where pᵢ² = mᵢ/β for every i, the residual vanishes for any choice of noise. A formal statement of the shape "for all q and p, the residual is zero if and only if the noise is correct" would therefore be false as soon as there is one degree of freedom. The quantifier over p has to stay on the left-hand side, inside its own brackets. The quantifier over q is placed there too, because stationarity is a statement about the whole phase space, although all momenta at a single q would already fix the noise.

Testing only p = 0 is enough for one degree of freedom, but not for two or more. It shows only that the sum of (2mᵢgᵢ − βSᵢ)/(2mᵢ) is zero, so too much noise on one degree of freedom can compensate too little on another.

## How the Lean statement represents the model

The finite type `ι` labels the degrees of freedom, and positions, momenta, masses, frictions and noise strengths are all functions `ι → ℝ`. The derivative `partialD i f x` is the ordinary derivative of f along the line through x in coordinate direction i; `Pi.single i 1` is the unit vector eᵢ. The definitions `hamiltonian` and `boltzmann` are H and exp(−βH), without normalisation. The two sums in F are `liouville` and `thermostat`, which act on an arbitrary function `r` of q and p, and `fokkerPlanck` adds them.

In `stationary_iff_fluctuation_dissipation`, `hβ` and `hm` say that β and all masses are positive. The hypothesis `hU : Differentiable ℝ U` asks for less than a continuously differentiable potential, but it asks for differentiability at every q. A surface with Coulomb repulsion between nuclei diverges where two nuclei coincide, so the formal theorem does not literally cover it. The calculation at a phase point uses U only near that q, however, so the same equivalence holds when q is restricted to a nonempty open set of configurations on which U is differentiable. No sign is imposed on `g` or `S`, although a physical thermostat has non-negative values of both. Setting gᵢ = 0 gives Sᵢ = 0, which is Newtonian motion for that coordinate. The theorem `stationary_iff_of_equal_parameters` takes `Fin n` as the label type and constant functions as parameters.

The convention for S matters when comparing with a simulation code: here the diffusion term carries the factor 1/2, so S is the variance of the random momentum per unit time.

The formal starting point is the Fokker–Planck operator, not the stochastic equations of motion. Stationarity is a pointwise identity for an unnormalised weight. It does not say that exp(−βH) can be normalised, that it is the only stationary density, or that trajectories converge to it. A finite time step generally introduces sampling errors of its own, which this continuous-time identity does not describe.

## The complete file

```lean
import Mathlib

open Finset

namespace LangevinFluctuationDissipation

noncomputable section

variable {ι : Type*} [Fintype ι] [DecidableEq ι]

/-- The partial derivative of `f` at `x` along the coordinate `i`. -/
def partialD (i : ι) (f : (ι → ℝ) → ℝ) (x : ι → ℝ) : ℝ :=
  deriv (fun t : ℝ => f (x + t • (Pi.single i 1 : ι → ℝ))) 0

omit [DecidableEq ι] in
/-- The energy `∑ p_j² / (2 m_j) + U(q)`, for nonzero masses. -/
def hamiltonian (m : ι → ℝ) (U : (ι → ℝ) → ℝ) (q p : ι → ℝ) : ℝ :=
  ∑ j, p j ^ 2 / (2 * m j) + U q

omit [DecidableEq ι] in
/-- The unnormalised Boltzmann weight `exp(-β H)`, for nonzero masses. -/
def boltzmann (β : ℝ) (m : ι → ℝ) (U : (ι → ℝ) → ℝ) (q p : ι → ℝ) : ℝ :=
  Real.exp (-β * hamiltonian m U q p)

/-- The Hamiltonian part `-(p/m)·∇_q r + ∇U·∇_p r` of the evolution of a phase-space
density `r`, for nonzero masses. -/
def liouville (m : ι → ℝ) (U : (ι → ℝ) → ℝ) (r : (ι → ℝ) → (ι → ℝ) → ℝ)
    (q p : ι → ℝ) : ℝ :=
  ∑ i, (-(p i / m i) * partialD i (fun q' => r q' p) q + partialD i U q * partialD i (r q) p)

/-- The thermostat part: friction `g_i ∂(p_i r)/∂p_i` and momentum diffusion
`(S_i/2) ∂²r/∂p_i²`, summed over the degrees of freedom. -/
def thermostat (g S : ι → ℝ) (r : (ι → ℝ) → (ι → ℝ) → ℝ) (q p : ι → ℝ) : ℝ :=
  ∑ i, (g i * partialD i (fun p' => p' i * r q p') p
    + S i / 2 * partialD i (partialD i (r q)) p)

/-- The right-hand side of the Fokker-Planck equation of Langevin dynamics,
for nonzero masses. -/
def fokkerPlanck (m g S : ι → ℝ) (U : (ι → ℝ) → ℝ) (r : (ι → ℝ) → (ι → ℝ) → ℝ)
    (q p : ι → ℝ) : ℝ :=
  liouville m U r q p + thermostat g S r q p

/-- Along the momentum coordinate `i`, the Boltzmann weight has slope `-(β p_i / m_i)`
times itself. -/
theorem hasDerivAt_boltzmann_momentum (β : ℝ) (m : ι → ℝ) (U : (ι → ℝ) → ℝ)
    (q p : ι → ℝ) (i : ι) :
    HasDerivAt (fun t : ℝ => boltzmann β m U q (p + t • (Pi.single i 1 : ι → ℝ)))
      (-(β * p i / m i) * boltzmann β m U q p) 0 := by
  -- one quadratic term of the kinetic energy
  have hquad : ∀ a c M : ℝ,
      HasDerivAt (fun t : ℝ => (a + t * c) ^ 2 / (2 * M)) (a * c / M) 0 := by
    intro a c M
    have h1 : HasDerivAt (fun t : ℝ => a + t * c) c 0 :=
      (((hasDerivAt_id' (0 : ℝ)).mul_const c).const_add a).congr_deriv (one_mul c)
    refine ((h1.fun_pow 2).div_const (2 * M)).congr_deriv ?_
    ring
  -- only the term with index `i` changes along the line
  have hK : HasDerivAt
      (fun t : ℝ => ∑ j, (p j + t * (Pi.single i 1 : ι → ℝ) j) ^ 2 / (2 * m j))
      (p i / m i) 0 := by
    refine (HasDerivAt.fun_sum (fun j _ =>
      hquad (p j) ((Pi.single i 1 : ι → ℝ) j) (m j))).congr_deriv ?_
    rw [Finset.sum_eq_single i]
    · simp
    · intro j _ hj
      simp [hj]
    · simp
  have h : HasDerivAt
      (fun t : ℝ => boltzmann β m U q (p + t • (Pi.single i 1 : ι → ℝ))) _ 0 :=
    ((hK.add_const (U q)).const_mul (-β)).exp
  refine h.congr_deriv ?_
  simp only [zero_mul, add_zero, boltzmann, hamiltonian]
  ring

/-- For a differentiable potential, the position derivative of the Boltzmann weight is
`-β ∂U/∂q_i` times the weight. -/
theorem partialD_boltzmann_position (β : ℝ) (m : ι → ℝ) {U : (ι → ℝ) → ℝ}
    (hU : Differentiable ℝ U) (q p : ι → ℝ) (i : ι) :
    partialD i (fun q' => boltzmann β m U q' p) q
      = -β * partialD i U q * boltzmann β m U q p := by
  have hline : DifferentiableAt ℝ (fun t : ℝ => q + t • (Pi.single i 1 : ι → ℝ)) 0 := by
    fun_prop
  have hd : HasDerivAt (fun t : ℝ => U (q + t • (Pi.single i 1 : ι → ℝ)))
      (partialD i U q) 0 :=
    (hU.differentiableAt.comp (0 : ℝ) hline).hasDerivAt
  have h : HasDerivAt
      (fun t : ℝ => boltzmann β m U (q + t • (Pi.single i 1 : ι → ℝ)) p) _ 0 :=
    ((hd.const_add (∑ j, p j ^ 2 / (2 * m j))).const_mul (-β)).exp
  refine h.deriv.trans ?_
  simp only [zero_smul, add_zero, boltzmann, hamiltonian]
  ring

/-- For a differentiable potential, the Hamiltonian flow leaves the Boltzmann weight
stationary. -/
theorem liouville_boltzmann (β : ℝ) (m : ι → ℝ) {U : (ι → ℝ) → ℝ}
    (hU : Differentiable ℝ U) (q p : ι → ℝ) :
    liouville m U (boltzmann β m U) q p = 0 := by
  refine Finset.sum_eq_zero fun i _ => ?_
  have hp : partialD i (boltzmann β m U q) p = -(β * p i / m i) * boltzmann β m U q p :=
    (hasDerivAt_boltzmann_momentum β m U q p i).deriv
  rw [partialD_boltzmann_position β m hU, hp]
  ring

/-- Along the momentum coordinate `i`, the product of `p_i` and the Boltzmann weight has
slope `1 - β p_i² / m_i` times the weight. -/
theorem hasDerivAt_momentum_mul_boltzmann (β : ℝ) (m : ι → ℝ) (U : (ι → ℝ) → ℝ)
    (q p : ι → ℝ) (i : ι) :
    HasDerivAt (fun t : ℝ => (p + t • (Pi.single i 1 : ι → ℝ)) i
        * boltzmann β m U q (p + t • (Pi.single i 1 : ι → ℝ)))
      ((1 - β * p i ^ 2 / m i) * boltzmann β m U q p) 0 := by
  have hx : HasDerivAt (fun t : ℝ => (p + t • (Pi.single i 1 : ι → ℝ)) i) 1 0 := by
    simp only [Pi.add_apply, Pi.smul_apply, Pi.single_eq_same, smul_eq_mul, mul_one]
    exact (hasDerivAt_id' (0 : ℝ)).const_add (p i)
  refine (hx.fun_mul (hasDerivAt_boltzmann_momentum β m U q p i)).congr_deriv ?_
  simp only [zero_smul, add_zero]
  ring

/-- For nonzero masses and a differentiable potential, this is the exact rate at which
Langevin dynamics changes the Boltzmann weight at each phase point. -/
theorem fokkerPlanck_boltzmann (β : ℝ) {m : ι → ℝ} (g S : ι → ℝ) {U : (ι → ℝ) → ℝ}
    (hm : ∀ i, m i ≠ 0) (hU : Differentiable ℝ U) (q p : ι → ℝ) :
    fokkerPlanck m g S U (boltzmann β m U) q p
      = (∑ i, (2 * m i * g i - β * S i) * (m i - β * p i ^ 2) / (2 * m i ^ 2))
        * boltzmann β m U q p := by
  unfold fokkerPlanck
  rw [liouville_boltzmann β m hU, zero_add, Finset.sum_mul]
  refine Finset.sum_congr rfl fun i _ => ?_
  have h1 : partialD i (fun p' => p' i * boltzmann β m U q p') p
      = (1 - β * p i ^ 2 / m i) * boltzmann β m U q p :=
    (hasDerivAt_momentum_mul_boltzmann β m U q p i).deriv
  -- the diffusion term is the friction term up to the factor `-β / m_i`
  have hf : partialD i (boltzmann β m U q)
      = fun p' => -(β / m i) * (p' i * boltzmann β m U q p') := by
    funext p'
    refine (hasDerivAt_boltzmann_momentum β m U q p' i).deriv.trans ?_
    ring
  have h2 : partialD i (partialD i (boltzmann β m U q)) p
      = -(β / m i) * ((1 - β * p i ^ 2 / m i) * boltzmann β m U q p) := by
    rw [hf]
    exact ((hasDerivAt_momentum_mul_boltzmann β m U q p i).const_mul _).deriv
  rw [h1, h2]
  have hi := hm i
  field_simp
  ring

/-- Fluctuation-dissipation relation: for positive masses, positive `β` and a differentiable
potential, the Boltzmann weight is stationary under Langevin dynamics exactly when
`S_i = 2 m_i g_i / β` for every degree of freedom. -/
theorem stationary_iff_fluctuation_dissipation {β : ℝ} {m : ι → ℝ} (g S : ι → ℝ)
    {U : (ι → ℝ) → ℝ} (hβ : 0 < β) (hm : ∀ i, 0 < m i) (hU : Differentiable ℝ U) :
    (∀ q p, fokkerPlanck m g S U (boltzmann β m U) q p = 0)
      ↔ ∀ i, S i = 2 * m i * g i / β := by
  have hm0 : ∀ i, m i ≠ 0 := fun i => (hm i).ne'
  constructor
  · intro h i
    have hsum : ∀ p : ι → ℝ,
        ∑ j, (2 * m j * g j - β * S j) * (m j - β * p j ^ 2) / (2 * m j ^ 2) = 0 := by
      intro p
      have h0 := h 0 p
      rw [fokkerPlanck_boltzmann β g S hm0 hU] at h0
      exact (mul_eq_zero.mp h0).resolve_right (Real.exp_ne_zero _)
    -- compare zero momentum with unit momentum along coordinate `i`
    have hdiff : ∑ j, ((2 * m j * g j - β * S j) * (m j - β * (0 : ι → ℝ) j ^ 2)
          / (2 * m j ^ 2)
        - (2 * m j * g j - β * S j) * (m j - β * (Pi.single i 1 : ι → ℝ) j ^ 2)
          / (2 * m j ^ 2)) = 0 := by
      rw [Finset.sum_sub_distrib, hsum, hsum, sub_zero]
    rw [Finset.sum_eq_single i
      (fun j _ hj => by simp only [Pi.zero_apply, Pi.single_eq_of_ne hj, sub_self])
      (fun hi => absurd (Finset.mem_univ i) hi)] at hdiff
    simp only [Pi.zero_apply, Pi.single_eq_same] at hdiff
    have h1 : (2 * m i * g i - β * S i) * β / (2 * m i ^ 2) = 0 := by
      linear_combination hdiff
    have h2 : 2 * m i ^ 2 ≠ 0 := mul_ne_zero two_ne_zero (pow_ne_zero 2 (hm0 i))
    have h3 := (mul_eq_zero.mp ((div_eq_zero_iff.mp h1).resolve_right h2)).resolve_right hβ.ne'
    rw [eq_div_iff hβ.ne']
    linear_combination -h3
  · intro h q p
    rw [fokkerPlanck_boltzmann β g S hm0 hU, Finset.sum_eq_zero, zero_mul]
    intro i _
    have h1 := (eq_div_iff hβ.ne').mp (h i)
    have h2 : 2 * m i * g i - β * S i = 0 := by linear_combination -h1
    rw [h2, zero_mul, zero_div]

/-- With one positive mass, one friction and one noise strength for all `n` degrees of freedom,
positive `β` and a differentiable potential, the Boltzmann weight is stationary exactly when
`n = 0` or `S = 2 m g / β`. -/
theorem stationary_iff_of_equal_parameters {n : ℕ} {β m : ℝ} (g S : ℝ)
    {U : (Fin n → ℝ) → ℝ} (hβ : 0 < β) (hm : 0 < m) (hU : Differentiable ℝ U) :
    (∀ q p, fokkerPlanck (fun _ => m) (fun _ => g) (fun _ => S) U
        (boltzmann β (fun _ => m) U) q p = 0)
      ↔ n = 0 ∨ S = 2 * m * g / β := by
  rw [stationary_iff_fluctuation_dissipation (fun _ => g) (fun _ => S) hβ (fun _ => hm) hU]
  constructor
  · intro h
    rcases Nat.eq_zero_or_pos n with h0 | h0
    · exact Or.inl h0
    · exact Or.inr (h ⟨0, h0⟩)
  · rintro (h0 | h) i
    · exact absurd i.isLt (by omega)
    · exact h

end

end LangevinFluctuationDissipation
```

```lean
#print axioms LangevinFluctuationDissipation.stationary_iff_fluctuation_dissipation
-- 'LangevinFluctuationDissipation.stationary_iff_fluctuation_dissipation' depends on axioms: [propext, Classical.choice, Quot.sound]
#print axioms LangevinFluctuationDissipation.stationary_iff_of_equal_parameters
-- 'LangevinFluctuationDissipation.stationary_iff_of_equal_parameters' depends on axioms: [propext, Classical.choice, Quot.sound]
```

## How the lemmas build the residual

`hasDerivAt_boltzmann_momentum` supplies ∂r/∂pᵢ. Its inner fact `hquad` differentiates one quadratic term along a line, and `Finset.sum_eq_single i` removes the kinetic terms that do not change. The chain rule for the exponential does the rest. The lemma is stated with `HasDerivAt`, which says that the derivative exists and gives its value, so it can be fed into the product rule later.

`partialD_boltzmann_position` does the same for ∂r/∂qᵢ. This is where differentiability of U enters: it makes U differentiable along each coordinate line. `liouville_boltzmann` inserts both derivatives, and `ring` confirms the cancellation in each term of the sum.

`hasDerivAt_momentum_mul_boltzmann` is the product rule for pᵢr. In `fokkerPlanck_boltzmann` it is used twice. The step `h1` evaluates the friction term. The step `hf` identifies ∂r/∂pᵢ with −(β/mᵢ)pᵢr as a function of momentum, not merely at one point, since it must be differentiated again; `h2` then gives the second derivative. Finally `field_simp` and `ring` show that each term of the sum equals the matching term of r A(p), using only that the masses are nonzero.

## How the equivalence is closed

For the forward direction of `stationary_iff_fluctuation_dissipation`, `hsum` divides out the exponential and obtains A(p) = 0 for all p. It does so at the single position q = 0. The step `hdiff` is A(0) − A(eᵢ) = 0 written as one sum of differences, and `Finset.sum_eq_single i` keeps the i-th difference. The step `h1` is the isolated coefficient equation, from which the nonzero factors are removed. For the reverse direction, the assumed relation makes each coefficient zero, and the sum vanishes.

The equal-parameter theorem applies this result and then separates n = 0 from n > 0. In the second case the label `⟨0, h0⟩` provides a degree of freedom at which to read off S = 2mg/β.

## Friction that depends on position

The same argument handles frictions gᵢ(q) and noise strengths Sᵢ(q) that vary in space. The thermostat differentiates only in momentum, so at fixed q these functions behave as constants and the residual keeps its form. Comparing p = 0 with p = eᵢ at each q gives

Sᵢ(q) = 2mᵢgᵢ(q)/β

for every i and every q. A thermostat acting only near the edge of a simulation cell can thus preserve the Boltzmann weight, if Sᵢ(q) fades in proportion to gᵢ(q) as this relation prescribes. The amplitude √Sᵢ(q) of the random force then fades as the square root of the friction rate.
